# Clock spins with nonnegative couplings have nonnegative dual weights

Let $n\ge 1$ be an integer, $a,b\ge 0$ real numbers, $k$ any integer, and $z_s=e^{2\pi\mathrm i s/n}$. Then
$$\sum_{s=0}^{n-1} e^{a z_s+b/z_s}\,z_s^{-k}$$
is real and nonnegative, although the individual factors $e^{a z_s+b/z_s}$ may be complex. The same holds for finitely many coupled spins, provided that every coupling is nonnegative.

Monte Carlo sampling needs weights that can serve as probabilities. A chemical potential $\mu$ spoils this in many lattice path integrals: it favours hops forward in imaginary time over backward ones, for instance through $a=\kappa e^{\mu}$ and $b=\kappa e^{-\mu}$ with $\kappa\ge0$, and the action becomes complex. Summing over the spins first leaves a sum over numbers of hops, or quanta, whose terms carry no phase.

Statements of the form `0 ≤ z` for complex `z` use the order in which this means $\operatorname{Im}z=0$ and $\operatorname{Re}z\ge0$. One inequality therefore expresses both reality and nonnegativity.

```lean
import Mathlib

open scoped ComplexOrder

namespace ClockDualVariables

noncomputable section
```

## A spin with a complex weight

A clock spin has $n$ states, $s=0,\dots,n-1$, placed evenly on the unit circle. The word "phase" here means the complex number $z_s$ and not its angle.

```lean
/-- The phase `exp(2πi s/n)` of a clock spin in state `s`, for `n ≥ 1`. -/
def phase (n s : ℕ) : ℂ := Complex.exp (2 * Real.pi * Complex.I * s / n)
```

The spin has the weight $w_s=e^{a z_s+b/z_s}$. Since $|z_s|=1$, $1/z_s$ is the complex conjugate of $z_s$, so the exponent is real when $a=b$ and in general complex otherwise. The inverse temperature is absorbed in $a$ and $b$, which are arbitrary real numbers in the definition; their signs enter only as hypotheses of the theorem.

```lean
/-- The weight `exp(a z + b/z)` of a clock spin with phase `z`, for `n ≥ 1`. -/
def weight (n : ℕ) (a b : ℝ) (s : ℕ) : ℂ :=
  Complex.exp (a * phase n s + b / phase n s)
```

The dual weight is the discrete Fourier sum $D_k=\sum_{s=0}^{n-1}w_s z_s^{-k}$, without a factor $1/n$. The integer $k$ is the charge conjugate to the spin, and it matters only modulo $n$.

```lean
/-- The dual weight: the sum over spin states of the weight times `z ^ (-k)`. -/
def dualWeight (n : ℕ) (a b : ℝ) (k : ℤ) : ℂ :=
  ∑ s ∈ Finset.range n, weight n a b s * phase n s ^ (-k)
```

The dual variables are two occupation numbers, $p_1$ forward quanta and $p_2$ backward quanta, written `p.1` and `p.2` in Lean. Their proposed weight is
$$F_k(p_1,p_2)=\begin{cases} n\,\dfrac{a^{p_1}}{p_1!}\dfrac{b^{p_2}}{p_2!} & \text{if } n\mid p_1-p_2-k,\\[2mm] 0 & \text{otherwise.}\end{cases}$$
The condition is charge conservation modulo $n$. The definition makes $F_k$ a real number from the start.

```lean
/-- The weight of `p.1` forward and `p.2` backward quanta, which vanishes unless
their difference equals `k` modulo `n`. -/
def fluxWeight (n : ℕ) (a b : ℝ) (k : ℤ) (p : ℕ × ℕ) : ℝ :=
  if (n : ℤ) ∣ (p.1 : ℤ) - p.2 - k then
    n * (a ^ p.1 / p.1.factorial * (b ^ p.2 / p.2.factorial)) else 0
```

## Summing over the spin enforces charge conservation

Negative powers of $z_s$ are harmless, because an exponential is never zero.

```lean
/-- A clock phase is never zero. -/
theorem phase_ne_zero (n s : ℕ) : phase n s ≠ 0 := Complex.exp_ne_zero _
```

Write $\zeta=e^{2\pi\mathrm i/n}$, so that $z_s=\zeta^s$. For any integer $m$,
$$\sum_{s=0}^{n-1}z_s^m=\sum_{s=0}^{n-1}(\zeta^m)^s .$$
If $n$ divides $m$, then $\zeta^m=1$ and the sum is $n$. Otherwise $\zeta^m\ne1$ while $(\zeta^m)^n=1$, and the geometric sum gives
$$\frac{(\zeta^m)^n-1}{\zeta^m-1}=0 .$$
The Lean proof takes from Mathlib that $\zeta$ is a primitive $n$-th root of unity, which says that $\zeta^m=1$ exactly when $n\mid m$. It then makes the same case distinction.

```lean
/-- Summing the `m`-th power of the phase over all spin states gives `n` if `n`
divides `m`, and zero otherwise. -/
theorem sum_phase_zpow (n : ℕ) (m : ℤ) :
    ∑ s ∈ Finset.range n, phase n s ^ m = if (n : ℤ) ∣ m then (n : ℂ) else 0 := by
  rcases Nat.eq_zero_or_pos n with rfl | hn
  · simp
  obtain ⟨ζ, hζ, hp⟩ : ∃ ζ : ℂ, IsPrimitiveRoot ζ n ∧ ∀ s, phase n s = ζ ^ s := by
    refine ⟨_, Complex.isPrimitiveRoot_exp n hn.ne', fun s => ?_⟩
    rw [phase, ← Complex.exp_nat_mul]
    congr 1
    ring
  have hpow : ∀ s : ℕ, phase n s ^ m = (ζ ^ m) ^ s := fun s => by
    rw [hp, ← zpow_natCast ζ s, ← zpow_mul, mul_comm (s : ℤ) m, zpow_mul, zpow_natCast]
  simp_rw [hpow]
  split_ifs with h
  · simp [(hζ.zpow_eq_one_iff_dvd m).mpr h]
  · have h1 : ζ ^ m ≠ 1 := fun e => h ((hζ.zpow_eq_one_iff_dvd m).mp e)
    have h2 : (ζ ^ m) ^ n = 1 := by rw [← hpow, hp, hζ.pow_eq_one, one_zpow]
    rw [geom_sum_eq h1, h2, sub_self, zero_div]
```

## Expanding the weight in quanta

The expansion starts from $e^x=\sum_j x^j/j!$. In Lean, `HasSum f z` says that the series with terms `f` converges to `z`, whatever the order of summation.

```lean
/-- The exponential is the sum of its power series. -/
theorem hasSum_exp (x : ℂ) :
    HasSum (fun j : ℕ => x ^ j / (j.factorial : ℂ)) (Complex.exp x) := by
  rw [Complex.exp_eq_exp_ℂ]
  exact NormedSpace.expSeries_div_hasSum_exp x
```

If every term of a convergent complex series is real and nonnegative, so is its sum. The proof treats real and imaginary parts separately: the real parts are nonnegative, and the imaginary parts are all zero.

```lean
/-- A convergent sum of real nonnegative terms is real and nonnegative. -/
theorem nonneg_of_hasSum {ι : Type*} {f : ι → ℂ} {z : ℂ} (h : HasSum f z)
    (hf : ∀ i, 0 ≤ f i) : 0 ≤ z := by
  have hre : HasSum (fun i => (f i).re) z.re := Complex.reCLM.hasSum h
  have him : HasSum (fun i => (f i).im) z.im := Complex.imCLM.hasSum h
  have h0 : (fun i => (f i).im) = fun _ => 0 :=
    funext fun i => (Complex.nonneg_iff.mp (hf i)).2.symm
  rw [h0] at him
  exact Complex.nonneg_iff.mpr
    ⟨hasSum_le (fun i => (Complex.nonneg_iff.mp (hf i)).1) hasSum_zero hre,
      hasSum_zero.unique him⟩
```

Two exponential series may be multiplied term by term because both converge absolutely:
$$e^{x+y}c=\sum_{p_1,p_2\ge0}\frac{x^{p_1}}{p_1!}\frac{y^{p_2}}{p_2!}\,c .$$
The auxiliary statement `key` is this product rule for any two absolutely convergent series of complex numbers.

```lean
/-- The exponential of a sum, times a constant, is a double power series. -/
theorem hasSum_exp_add (x y c : ℂ) :
    HasSum (fun p : ℕ × ℕ => x ^ p.1 / (p.1.factorial : ℂ) *
      (y ^ p.2 / (p.2.factorial : ℂ)) * c) (Complex.exp (x + y) * c) := by
  have key : ∀ (f g : ℕ → ℂ) (u v : ℂ), HasSum f u → HasSum g v →
      HasSum (fun p : ℕ × ℕ => f p.1 * g p.2 * c) (u * v * c) := by
    intro f g u v hf hg
    have hfg : Summable (fun p : ℕ × ℕ => f p.1 * g p.2) :=
      summable_mul_of_summable_norm (f := f) (g := g)
        (summable_norm_iff.mpr hf.summable) (summable_norm_iff.mpr hg.summable)
    exact (hf.mul hg hfg).mul_right c
  rw [Complex.exp_add]
  exact key (fun j => x ^ j / (j.factorial : ℂ)) (fun j => y ^ j / (j.factorial : ℂ))
    _ _ (hasSum_exp x) (hasSum_exp y)
```

Now set $x=az_s$, $y=b/z_s$ and $c=z_s^{-k}$. Each term becomes
$$\frac{a^{p_1}}{p_1!}\frac{b^{p_2}}{p_2!}\,z_s^{\,p_1-p_2-k}.$$
The sum over $s$ is finite, so it can be carried out inside the series. By the root-of-unity sum it gives $n$ or $0$, and hence
$$D_k=\sum_{p_1,p_2\ge0}F_k(p_1,p_2).$$
In the proof, `ht` collects the powers of $z_s$, `hfun` performs the spin sum for fixed occupation numbers, and `hasSum_sum` exchanges the finite sum with the series. No sign condition on $a$ or $b$ is used here.

```lean
/-- Dual representation: the dual weight is the convergent sum of the flux weights
over all numbers of forward and backward quanta. -/
theorem hasSum_fluxWeight (n : ℕ) (a b : ℝ) (k : ℤ) :
    HasSum (fun p => (fluxWeight n a b k p : ℂ)) (dualWeight n a b k) := by
  -- collect the powers of the phase in each term of the double series
  have ht : ∀ (z : ℂ) (i j : ℕ), z ≠ 0 →
      (a * z) ^ i / (i.factorial : ℂ) * ((b / z) ^ j / (j.factorial : ℂ)) * z ^ (-k) =
      (a ^ i / (i.factorial : ℂ) * (b ^ j / (j.factorial : ℂ))) *
        z ^ ((i : ℤ) - j - k) := by
    intro z i j hz
    rw [zpow_sub₀ hz, zpow_sub₀ hz, zpow_natCast, zpow_natCast, zpow_neg, mul_pow, div_pow]
    ring
  -- the sum over the spin enforces the constraint on the quanta
  have hfun : (fun p => (fluxWeight n a b k p : ℂ)) = fun p : ℕ × ℕ =>
      ∑ s ∈ Finset.range n, (a * phase n s) ^ p.1 / (p.1.factorial : ℂ) *
        ((b / phase n s) ^ p.2 / (p.2.factorial : ℂ)) * phase n s ^ (-k) := by
    funext p
    rw [Finset.sum_congr rfl fun s _ => ht (phase n s) p.1 p.2 (phase_ne_zero n s),
      ← Finset.mul_sum, sum_phase_zpow, fluxWeight]
    split_ifs <;> push_cast <;> ring
  unfold dualWeight weight
  rw [hfun]
  exact hasSum_sum fun s _ =>
    hasSum_exp_add (a * phase n s) (b / phase n s) (phase n s ^ (-k))
```

For $a,b\ge0$ every $F_k(p_1,p_2)$ is nonnegative, and therefore so is $D_k$. This is the single-spin result. The Lean statement also admits $n=0$, where the sum over states is empty and equals zero.

```lean
/-- For nonnegative `a` and `b`, every dual weight is real and nonnegative. -/
theorem dualWeight_nonneg (n : ℕ) {a b : ℝ} (ha : 0 ≤ a) (hb : 0 ≤ b) (k : ℤ) :
    0 ≤ dualWeight n a b k := by
  refine nonneg_of_hasSum (hasSum_fluxWeight n a b k) fun p => ?_
  have hp : 0 ≤ fluxWeight n a b k p := by
    unfold fluxWeight
    split_ifs
    · positivity
    · exact le_rfl
  exact_mod_cast hp
```

The value zero does occur: for $n=2$, $a=b=0$ and $k=1$ the sum is $1-1=0$.

The condition $b\ge0$ alone is not enough. Take $n=2$, $a=-1$, $b=0$ and $k=1$. The phases are $1$ and $-1$, and
$$D_1=e^{-1}-e<0 .$$
The sum stays real, since the flux weights are real, but every nonzero flux weight now has an odd number of forward quanta and is negative.

## A complex weight with four states

For $n=4$ and $s=1$ the phase is $z_1=\mathrm i$, so
$$a\mathrm i+\frac{b}{\mathrm i}=\mathrm i(a-b),\qquad w_1=e^{\mathrm i(a-b)},\qquad \operatorname{Im}w_1=\sin(a-b).$$
With $a=1$ and $b=0$ this is $\sin1\ne0$. The dual weight at $k=0$ is nevertheless
$$D_0=e+e^{\mathrm i}+e^{-1}+e^{-\mathrm i}=4\left(1+\frac1{4!}+\frac1{8!}+\cdots\right),$$
a sum of positive terms.

```lean
/-- For four clock states, the weight of state `1` has imaginary part `sin(a - b)`. -/
theorem weight_four_im (a b : ℝ) : (weight 4 a b 1).im = Real.sin (a - b) := by
  have hI : phase 4 1 = Complex.I := by
    have h : 2 * (Real.pi : ℂ) * Complex.I * ((1 : ℕ) : ℂ) / ((4 : ℕ) : ℂ) =
        (Real.pi : ℂ) / 2 * Complex.I := by push_cast; ring
    rw [phase, h, Complex.exp_mul_I, Complex.cos_pi_div_two, Complex.sin_pi_div_two]
    ring
  have h : (a : ℂ) * Complex.I + b / Complex.I = ((a - b : ℝ) : ℂ) * Complex.I := by
    rw [Complex.div_I]
    push_cast
    ring
  rw [weight, hI, h, Complex.exp_ofReal_mul_I_im]
```

## Many spins with general couplings

Let $V$ be a finite set of sites. A configuration $s$ assigns a state $s_v\in\{0,\dots,n-1\}$ to each site $v$; in Lean it is a function `V → Fin n`. For integer exponents $q(v)$, define the spin product
$$P_q(s)=\prod_{v\in V}z_{s_v}^{\,q(v)} .$$

```lean
variable {V ι : Type*} [Fintype V] [DecidableEq V] [Fintype ι] {n : ℕ}

/-- The product over sites `v` of the spin phase to the integer power `q v`. -/
def spinProduct (q : V → ℤ) (s : V → Fin n) : ℂ := ∏ v, phase n (s v) ^ q v
```

The many-spin exponent is a finite sum of such products with real couplings $c_i$,
$$E(s)=\sum_i c_i\,P_{q_i}(s),$$
where each label $i$ has its own exponents $q_i$. A field on site $v$ contributes $z_{s_v}$ and its inverse. A link between $v$ and $w$ contributes $z_{s_v}/z_{s_w}$ and its inverse as two separate terms, whose couplings may differ, as they do with a chemical potential. If the spins live on the links of a lattice, plaquette terms are spin products too.

```lean
/-- The exponent of a many-spin weight: a sum of spin products with couplings `c`. -/
def exponent (c : ι → ℝ) (q : ι → V → ℤ) (s : V → Fin n) : ℂ :=
  ∑ i, (c i : ℂ) * spinProduct (q i) s
```

Without any exponential weight, the configuration sum factorises over sites:
$$\sum_s P_q(s)=\prod_{v\in V}\left(\sum_{j=0}^{n-1}z_j^{\,q(v)}\right).$$
Each factor is $n$ or $0$, so the product is nonnegative.

```lean
/-- The sum of a spin product over all configurations is real and nonnegative. -/
theorem sum_spinProduct_nonneg (q : V → ℤ) :
    0 ≤ ∑ s : V → Fin n, spinProduct q s := by
  -- the sum over configurations factorises over sites
  have h : ∏ v, ∑ j : Fin n, phase n j ^ q v = ∑ s : V → Fin n, spinProduct q s := by
    rw [Finset.prod_univ_sum, Fintype.piFinset_univ]
    rfl
  rw [← h]
  refine Finset.prod_nonneg fun v _ => ?_
  rw [← Finset.sum_range (fun j => phase n j ^ q v), sum_phase_zpow]
  split_ifs
  · exact Nat.cast_nonneg n
  · exact le_rfl
```

Next consider $S_j(m)=\sum_s E(s)^j P_m(s)$, where $m$ is a further set of integer exponents. Multiplying spin products adds their exponents, $P_{q_i}P_m=P_{q_i+m}$. Taking one factor of $E$ out of the power therefore gives
$$S_{j+1}(m)=\sum_i c_i\,S_j(q_i+m).$$
If all $c_i\ge0$, induction on $j$ yields $S_j(m)\ge0$, starting from $S_0(m)=\sum_sP_m(s)$. The induction must treat all $m$ together, because each step shifts $m$; this is the purpose of `generalizing m`. The identity `hstep` is the shift for a single configuration, and `h` is the recursion.

```lean
/-- For nonnegative couplings, each power of the exponent times a spin product has a
real and nonnegative configuration sum. -/
theorem sum_pow_nonneg {c : ι → ℝ} (hc : ∀ i, 0 ≤ c i) (q : ι → V → ℤ) (j : ℕ)
    (m : V → ℤ) : 0 ≤ ∑ s : V → Fin n, exponent c q s ^ j * spinProduct m s := by
  induction j generalizing m with
  | zero => simpa using sum_spinProduct_nonneg (n := n) m
  | succ j ih =>
    -- one factor of the exponent only shifts the inserted powers
    have hstep : ∀ s : V → Fin n, exponent c q s * spinProduct m s =
        ∑ i, (c i : ℂ) * spinProduct (q i + m) s := fun s => by
      rw [exponent, Finset.sum_mul]
      refine Finset.sum_congr rfl fun i _ => ?_
      simp only [spinProduct, Pi.add_apply, zpow_add₀ (phase_ne_zero _ _),
        Finset.prod_mul_distrib]
      ring
    have h : ∑ s : V → Fin n, exponent c q s ^ (j + 1) * spinProduct m s =
        ∑ i, (c i : ℂ) * ∑ s : V → Fin n, exponent c q s ^ j * spinProduct (q i + m) s := by
      simp_rw [pow_succ, mul_assoc, hstep, Finset.mul_sum]
      rw [Finset.sum_comm]
      exact Finset.sum_congr rfl fun i _ => Finset.sum_congr rfl fun s _ => by ring
    rw [h]
    exact Finset.sum_nonneg fun i _ => mul_nonneg (by exact_mod_cast hc i) (ih _)
```

Expanding the exponential and exchanging the series with the finite configuration sum gives
$$\sum_s e^{E(s)}P_m(s)=\sum_{j\ge0}\frac{S_j(m)}{j!}\ge0 .$$
The theorem `manySpin_nonneg` states this inequality for every finite set of sites, every finite family of spin products with couplings $c_i\ge0$, and every inserted product $P_m$. For $m=0$ the left side is the partition function. For other $m$ it is the numerator of a correlation function.

```lean
/-- For many clock spins with nonnegative couplings multiplying arbitrary spin products,
the weighted configuration sum of any spin product is real and nonnegative. -/
theorem manySpin_nonneg {c : ι → ℝ} (hc : ∀ i, 0 ≤ c i) (q : ι → V → ℤ) (m : V → ℤ) :
    0 ≤ ∑ s : V → Fin n, Complex.exp (exponent c q s) * spinProduct m s := by
  refine nonneg_of_hasSum (hasSum_sum fun s _ =>
    (hasSum_exp (exponent c q s)).mul_right (spinProduct m s)) fun j => ?_
  have h : ((1 / (j.factorial : ℝ) : ℝ) : ℂ) *
        ∑ s : V → Fin n, exponent c q s ^ j * spinProduct m s =
      ∑ s : V → Fin n, exponent c q s ^ j / (j.factorial : ℂ) * spinProduct m s := by
    rw [Finset.mul_sum]
    exact Finset.sum_congr rfl fun s _ => by push_cast; ring
  have hj : (0 : ℝ) ≤ 1 / (j.factorial : ℝ) := by positivity
  exact (mul_nonneg (by exact_mod_cast hj) (sum_pow_nonneg hc q j m)).trans_eq h

end

end ClockDualVariables
```

In path-integral simulations of lattice bosons at nonzero chemical potential, occupation numbers of this kind appear as worldlines; the result applies to finite clock models with nonnegative couplings. The step from a quantum Hamiltonian to such a clock weight, including any time-step or continuum limit, has to be supplied separately. Nonnegative terms also say nothing about how efficiently the constrained occupation numbers can be sampled.

```lean
#print axioms ClockDualVariables.dualWeight_nonneg
#print axioms ClockDualVariables.weight_four_im
#print axioms ClockDualVariables.manySpin_nonneg
```

```
'ClockDualVariables.dualWeight_nonneg' depends on axioms: [propext, Classical.choice, Quot.sound]
'ClockDualVariables.weight_four_im' depends on axioms: [propext, Classical.choice, Quot.sound]
'ClockDualVariables.manySpin_nonneg' depends on axioms: [propext, Classical.choice, Quot.sound]
```
